# The Rayleigh quotient of a Hermitian matrix has no spurious local minima

## An excited state of a two-level system

Take a two-level system with energies $a<b$, so that $H=\mathrm{diag}(a,b)$, and start in the upper state $(0,1)$. Mix in a real amount $t$ of the lower state. The energy of the vector $(t,1)$ is

$$\frac{t^2a+b}{t^2+1}=b-\frac{t^2}{1+t^2}\,(b-a).$$

The slope at $t=0$ is zero, yet every $t\neq0$ lowers the energy. The upper state is a stationary point but not a local minimum, and a search that goes downhill from any nearby superposition of the two states leaves it behind.

The same holds for any Hermitian matrix $H$. Consider the energy of a nonzero complex vector $x$,

$$R(x)=\frac{\langle x|H|x\rangle}{\langle x|x\rangle}.$$

A vector is a local minimum of $R$ exactly when it is an eigenvector for the lowest eigenvalue. This bears on linear variational calculations, such as configuration interaction in a finite orthonormal basis with all coefficients free: a local minimum there already has the lowest energy that the basis allows.

## Vectors, energies and levels

The letter `n` denotes a finite set of basis labels, not a number. A state is a function `n → ℂ`, the list of its coefficients in an orthonormal basis.

```lean
import Mathlib

open Matrix Topology

namespace RayleighLandscape

noncomputable section

variable {n : Type*} [Fintype n] [DecidableEq n]
```

For a matrix $A$, write $\langle A\rangle_x=\mathrm{Re}\,\langle x|A|x\rangle$. Unlike the expectation value in a normalised state, this depends on the length of $x$, because it is not divided by $\langle x|x\rangle$. In Lean, `star x ⬝ᵥ A *ᵥ x` is $\langle x|A|x\rangle$, conjugated in the first slot. For Hermitian $A$ the number is real already, and taking the real part only turns it into a real-valued function.

```lean
/-- The real part of the expectation value `⟨x|A|x⟩` for a vector that need not be normalised. -/
def expect (A : Matrix n n ℂ) (x : n → ℂ) : ℝ := (star x ⬝ᵥ A *ᵥ x).re
```

The energy is then $R(x)=\langle H\rangle_x/\langle 1\rangle_x$, where `1` is the identity matrix and $\langle1\rangle_x=\langle x|x\rangle$.

```lean
/-- The Rayleigh quotient `Re ⟨x|H|x⟩ / ⟨x|x⟩`, meant for nonzero `x`; the squared norm is written
as the expectation value of the identity. -/
def rayleigh (H : Matrix n n ℂ) (x : n → ℂ) : ℝ := expect H x / expect 1 x
```

The levels are the real numbers $E$ for which $Hv=Ev$ has a nonzero solution $v$. They form a set, so a degenerate level appears once.

```lean
/-- The real eigenvalues of `H`. -/
def energyLevels (H : Matrix n n ℂ) : Set ℝ :=
  {E | ∃ v : n → ℂ, v ≠ 0 ∧ H *ᵥ v = (E : ℂ) • v}
```

The denominator of $R$ is positive, because $\langle x|x\rangle=\sum_i|x_i|^2$ and at least one coefficient of a nonzero vector is nonzero.

```lean
/-- A nonzero vector has positive squared norm. -/
theorem expect_one_pos {x : n → ℂ} (hx : x ≠ 0) : 0 < expect 1 x := by
  have h : expect 1 x = ∑ i, Complex.normSq (x i) := by
    simp [expect, dotProduct, Complex.normSq_apply]
  obtain ⟨i, hi⟩ := Function.ne_iff.mp hx
  rw [h]
  exact Finset.sum_pos' (fun j _ => Complex.normSq_nonneg _)
    ⟨i, Finset.mem_univ i, Complex.normSq_pos.mpr hi⟩
```

## The energy along a straight line

Move from $x$ in the direction $y$ by a real step $t$. Multiplying out gives

$$\langle A\rangle_{x+ty}=\langle A\rangle_x+t\,\mathrm{Re}\big(\langle x|A|y\rangle+\langle y|A|x\rangle\big)+t^2\langle A\rangle_y .$$

The `simp only` call distributes the products, and `ring` collects the powers of $t$.

```lean
omit [DecidableEq n] in
/-- Along a real line `x + t y` the expectation value is a quadratic polynomial in `t`. -/
theorem expect_add_smul (A : Matrix n n ℂ) (x y : n → ℂ) (t : ℝ) :
    expect A (x + (t : ℂ) • y) = expect A x
      + t * ((star x ⬝ᵥ A *ᵥ y).re + (star y ⬝ᵥ A *ᵥ x).re) + t ^ 2 * expect A y := by
  simp only [expect, mulVec_add, mulVec_smul, star_add, star_smul, add_dotProduct,
    dotProduct_add, smul_dotProduct, dotProduct_smul, smul_eq_mul, Complex.star_def,
    Complex.conj_ofReal, Complex.add_re, Complex.re_ofReal_mul]
  ring
```

If $A$ is Hermitian, $\langle x|A|y\rangle$ is the complex conjugate of $\langle y|A|x\rangle$. Their real parts agree, and the linear term becomes $2t\,\mathrm{Re}\,\langle y|A|x\rangle$. In the proof, `h1` moves $A$ to the left factor and `h2` says that swapping the two factors leaves the real part unchanged.

```lean
omit [DecidableEq n] in
/-- For a Hermitian matrix the expectation value along a real line `x + t y` is a quadratic
polynomial in `t` whose linear coefficient is twice the real part of `⟨y|A|x⟩`. -/
theorem expect_line {A : Matrix n n ℂ} (hA : A.IsHermitian) (x y : n → ℂ) (t : ℝ) :
    expect A (x + (t : ℂ) • y) = expect A x
      + 2 * t * (star y ⬝ᵥ A *ᵥ x).re + t ^ 2 * expect A y := by
  have h1 : star x ⬝ᵥ A *ᵥ y = star (A *ᵥ x) ⬝ᵥ y := by
    rw [dotProduct_mulVec, star_mulVec, hA.eq]
  have h2 : ∀ u v : n → ℂ, (star u ⬝ᵥ v).re = (star v ⬝ᵥ u).re := by
    intro u v
    simp only [dotProduct, Complex.re_sum]
    refine Finset.sum_congr rfl fun i _ => ?_
    simp [Complex.mul_re]
    ring
  rw [expect_add_smul, h1, h2 (A *ᵥ x) y]
  ring
```

The quotient itself is awkward to expand, so the argument works with a quadratic form. Since $\langle1\rangle_y>0$ for $y\neq0$,

$$E\le R(y)\iff E\,\langle1\rangle_y\le\langle H\rangle_y .$$

```lean
/-- For a nonzero vector, a bound `E` from below on the Rayleigh quotient is the same as the
quadratic inequality `E ⟨y|y⟩ ≤ ⟨y|H|y⟩`, with the real part taken on the right. -/
theorem le_rayleigh_iff (H : Matrix n n ℂ) {y : n → ℂ} (hy : y ≠ 0) (E : ℝ) :
    E ≤ rayleigh H y ↔ E * expect 1 y ≤ expect H y :=
  le_div_iff₀ (expect_one_pos hy)
```

On an eigenvector, $\langle H\rangle_x=E\langle1\rangle_x$, hence $R(x)=E$.

```lean
/-- On an eigenvector with real eigenvalue the Rayleigh quotient equals the eigenvalue. -/
theorem rayleigh_of_eigenvector {H : Matrix n n ℂ} {x : n → ℂ} (hx : x ≠ 0) {E : ℝ}
    (h : H *ᵥ x = (E : ℂ) • x) : rayleigh H x = E := by
  rw [rayleigh, div_eq_iff (expect_one_pos hx).ne']
  simp [expect, h, dotProduct_smul]
```

## A local minimum is global

Let $x$ be a local minimum, put $E=R(x)$, and define

$$q(z)=\langle H\rangle_z-E\,\langle1\rangle_z .$$

Then $q(x)=0$, and $q(z)\ge0$ for all $z$ near $x$. Let $y$ be any nonzero vector, however far from $x$. For a small step $s>0$ both $x+sy$ and $x-sy$ are near $x$. With $L$ for the coefficient of the linear term,

$$0\le q(x+sy)+q(x-sy)=(sL+s^2q(y))+(-sL+s^2q(y))=2s^2q(y).$$

So $q(y)\ge0$, which means $R(x)\le R(y)$.

The hypothesis `IsLocalMinOn (rayleigh H) {y | y ≠ 0} x` says that no nonzero vector close to $x$ has a lower energy; ties are allowed, as they must be, because rescaling $x$ leaves $R$ unchanged. In the proof, `hloc` is the local inequality for $q$, `key` restricts it to the line, and `h1` and `h2` are the two steps with $s=\varepsilon/2$. The final `nlinarith` adds them. Hermiticity is not used here: for a general matrix the statement concerns the real part of the quotient.

```lean
/-- Every local minimum of the Rayleigh quotient on the nonzero vectors is a global minimum. -/
theorem global_of_local (H : Matrix n n ℂ) {x : n → ℂ} (hx : x ≠ 0)
    (h : IsLocalMinOn (rayleigh H) {y | y ≠ 0} x) :
    ∀ y : n → ℂ, y ≠ 0 → rayleigh H x ≤ rayleigh H y := by
  intro y hy
  have h' : ∀ᶠ z in 𝓝[{y : n → ℂ | y ≠ 0}] x, rayleigh H x ≤ rayleigh H z := h
  have hloc : ∀ᶠ z in 𝓝 x, rayleigh H x * expect 1 z ≤ expect H z := by
    filter_upwards [eventually_nhdsWithin_iff.mp h'] with z hz
    by_cases z0 : z = 0
    · rw [z0]
      simp [expect]
    · exact (le_rayleigh_iff H z0 _).mp (hz z0)
  have hc : Continuous fun t : ℝ => x + (t : ℂ) • y := by fun_prop
  have key : ∀ᶠ t : ℝ in 𝓝 0,
      rayleigh H x * expect 1 (x + (t : ℂ) • y) ≤ expect H (x + (t : ℂ) • y) :=
    (hc.tendsto' 0 x (by simp)).eventually hloc
  obtain ⟨ε, hε, hb⟩ := Metric.eventually_nhds_iff.mp key
  have hd : |ε / 2| < ε := by rw [abs_of_pos (half_pos hε)]; linarith
  -- step forwards and backwards: the linear terms cancel in the sum
  have h1 := @hb (ε / 2) (by rw [Real.dist_eq, sub_zero]; exact hd)
  have h2 := @hb (-(ε / 2)) (by rw [Real.dist_eq, sub_zero, abs_neg]; exact hd)
  simp only [expect_add_smul] at h1 h2
  have hE : rayleigh H x * expect 1 x = expect H x :=
    div_mul_cancel₀ _ (expect_one_pos hx).ne'
  rw [le_rayleigh_iff H hy]
  by_contra hlt
  nlinarith [mul_pos (pow_pos (half_pos hε) 2) (sub_pos.mpr (not_le.mp hlt))]
```

## A global minimum solves the eigenvalue equation

Now let $H$ be Hermitian and $x$ a global minimum with $E=R(x)$, so that $q\ge0$ everywhere. Let $r=Hx-Ex$ be the residual and suppose $r\neq0$. Write $N=\langle r|r\rangle>0$ and $D=q(r)\ge0$. A step of length parameter $s$ against the residual gives

$$q(x-sr)=-2s\,\mathrm{Re}\,\langle r|(H-E)x\rangle+s^2D=-2sN+s^2D .$$

Choose $s=N/(D+1)$. Then $sD=N-s$, and

$$q(x-sr)=-2sN+sN-s^2=-sN-s^2<0,$$

a contradiction. Therefore $r=0$ and $Hx=Ex$.

The Lean proof uses the same $r$, $D$ and $s$. Its `hres` identifies $\mathrm{Re}\,\langle r|(H-E)x\rangle$ with $N$, `h1` is the inequality $0\le-2sN+s^2D$, and `h2` substitutes the chosen step.

```lean
/-- For Hermitian `H`, a nonzero vector that minimises the Rayleigh quotient globally satisfies
the eigenvalue equation, with the minimum as eigenvalue. -/
theorem eigenvector_of_global {H : Matrix n n ℂ} (hH : H.IsHermitian) {x : n → ℂ} (hx : x ≠ 0)
    (h : ∀ y : n → ℂ, y ≠ 0 → rayleigh H x ≤ rayleigh H y) :
    H *ᵥ x = (rayleigh H x : ℂ) • x := by
  have hall : ∀ z, rayleigh H x * expect 1 z ≤ expect H z := by
    intro z
    by_cases z0 : z = 0
    · rw [z0]
      simp [expect]
    · exact (le_rayleigh_iff H z0 _).mp (h z z0)
  have hE : rayleigh H x * expect 1 x = expect H x :=
    div_mul_cancel₀ _ (expect_one_pos hx).ne'
  have hv : ∀ v : n → ℂ, (star v ⬝ᵥ (H *ᵥ x - (rayleigh H x : ℂ) • x)).re
      = (star v ⬝ᵥ H *ᵥ x).re
        - rayleigh H x * (star v ⬝ᵥ (1 : Matrix n n ℂ) *ᵥ x).re := by
    intro v
    simp [dotProduct_sub, dotProduct_smul]
  obtain ⟨r, hr⟩ : ∃ r, r = H *ᵥ x - (rayleigh H x : ℂ) • x := ⟨_, rfl⟩
  have hres := hv r
  rw [← hr] at hres
  have hN : expect 1 r = (star r ⬝ᵥ r).re := by simp [expect]
  rw [← hN] at hres
  rw [← sub_eq_zero, ← hr]
  by_contra hr0
  have hpos := expect_one_pos hr0
  obtain ⟨D, hD⟩ : ∃ D, D = expect H r - rayleigh H x * expect 1 r := ⟨_, rfl⟩
  have hD0 : 0 < D + 1 := by linarith [hall r]
  -- adding -s times the residual to x would lower the energy
  obtain ⟨s, hs⟩ : ∃ s, s = expect 1 r / (D + 1) := ⟨_, rfl⟩
  have hs0 : 0 < s := by rw [hs]; exact div_pos hpos hD0
  have hs1 : s * (D + 1) = expect 1 r := by rw [hs]; exact div_mul_cancel₀ _ hD0.ne'
  have hi := hall (x + ((-s : ℝ) : ℂ) • r)
  rw [expect_line isHermitian_one, expect_line hH] at hi
  have h1 : 0 ≤ -2 * s * expect 1 r + s ^ 2 * D := by
    linear_combination hi - hE + 2 * s * hres - s ^ 2 * hD
  have h2 : s ^ 2 * D = s * expect 1 r - s ^ 2 := by linear_combination s * hs1
  nlinarith [mul_pos hs0 hpos, sq_nonneg s]
```

## A minimum exists

For the converse one needs to know that the lowest energy is attained. The quotient is continuous on the unit sphere, which is compact, so it has a minimum $z$ there. Any nonzero $y$ can be rescaled to the sphere, and

$$\langle A\rangle_{cy}=c^2\langle A\rangle_y\quad\Longrightarrow\quad R(cy)=R(y)$$

for real $c\neq0$, so $z$ is a minimum over all nonzero vectors.

The norm on `n → ℂ` in Lean is the largest $|x_i|$, not the Euclidean length. It defines the same notion of nearness, and its unit sphere serves equally well. The assumption `[Nonempty n]` demands at least one basis state.

```lean
/-- In a space of positive dimension the Rayleigh quotient attains its minimum over the nonzero
vectors. -/
theorem exists_minimizer [Nonempty n] (H : Matrix n n ℂ) :
    ∃ z : n → ℂ, z ≠ 0 ∧ ∀ y : n → ℂ, y ≠ 0 → rayleigh H z ≤ rayleigh H y := by
  have hc : ∀ A : Matrix n n ℂ, Continuous (expect A) := by
    intro A
    have h : Continuous fun x : n → ℂ => ∑ i, star (x i) * ∑ j, A i j * x j := by fun_prop
    exact Complex.continuous_re.comp h
  have hne : ∀ y ∈ Metric.sphere (0 : n → ℂ) 1, y ≠ 0 := by
    intro y hy h0
    rw [mem_sphere_zero_iff_norm, h0, norm_zero] at hy
    exact zero_ne_one hy
  obtain ⟨z, hz, hmin⟩ := (isCompact_sphere (0 : n → ℂ) 1).exists_isMinOn
    ⟨fun _ => 1, mem_sphere_zero_iff_norm.mpr ((pi_norm_const (1 : ℂ)).trans norm_one)⟩
    ((hc H).continuousOn.div (hc 1).continuousOn fun y hy => (expect_one_pos (hne y hy)).ne')
  refine ⟨z, hne z hz, fun y hy => ?_⟩
  -- rescale y to the unit sphere
  have hny : 0 < ‖y‖ := norm_pos_iff.mpr hy
  have hmem : ((‖y‖⁻¹ : ℝ) : ℂ) • y ∈ Metric.sphere (0 : n → ℂ) 1 := by
    rw [mem_sphere_zero_iff_norm, norm_smul, Complex.norm_real, norm_inv, norm_norm,
      inv_mul_cancel₀ hny.ne']
  have hle : rayleigh H z ≤ rayleigh H (((‖y‖⁻¹ : ℝ) : ℂ) • y) := hmin hmem
  have hsc : ∀ (A : Matrix n n ℂ) (c : ℝ), expect A ((c : ℂ) • y) = c ^ 2 * expect A y := by
    intro A c
    have h0 : expect A 0 = 0 := by simp [expect]
    have h := expect_add_smul A 0 y c
    rw [zero_add, h0] at h
    rw [h]
    simp
  rw [le_rayleigh_iff H (hne _ hmem), hsc, hsc] at hle
  rw [le_rayleigh_iff H hy]
  have hp : 0 < (‖y‖⁻¹) ^ 2 := pow_pos (inv_pos.mpr hny) 2
  refine le_of_mul_le_mul_left ?_ hp
  linarith
```

## Local minima are exactly the lowest eigenvectors

If $x$ is a local minimum, it is global, hence an eigenvector with eigenvalue $R(x)$. Any other level $\mu$ with eigenvector $v$ satisfies $\mu=R(v)\ge R(x)$, so $R(x)$ is the lowest level.

Conversely, let $Hx=Ex$ with $E$ the lowest level. The minimiser $z$ is an eigenvector, so $R(z)$ is a level and $E\le R(z)$. For every nonzero $y$,

$$R(x)=E\le R(z)\le R(y).$$

In the statement, `IsLeast (energyLevels H) E` says that $E$ is a level and that no level lies below it. If the lowest level is degenerate, every nonzero vector of its eigenspace qualifies. With a single basis state $R$ is constant, and every nonzero vector is both a minimum and a lowest eigenvector.

```lean
/-- For a Hermitian matrix, a nonzero vector is a local minimum of the Rayleigh quotient on the
nonzero vectors exactly when it is an eigenvector for the lowest eigenvalue. -/
theorem localMin_iff_lowest_eigenvector {H : Matrix n n ℂ} (hH : H.IsHermitian)
    {x : n → ℂ} (hx : x ≠ 0) :
    IsLocalMinOn (rayleigh H) {y | y ≠ 0} x ↔
      ∃ E : ℝ, IsLeast (energyLevels H) E ∧ H *ᵥ x = (E : ℂ) • x := by
  constructor
  · intro h
    have hg := global_of_local H hx h
    have he := eigenvector_of_global hH hx hg
    refine ⟨rayleigh H x, ⟨⟨x, hx, he⟩, ?_⟩, he⟩
    rintro μ ⟨v, hv, hμ⟩
    rw [← rayleigh_of_eigenvector hv hμ]
    exact hg v hv
  · rintro ⟨E, ⟨_, hlow⟩, he⟩
    obtain ⟨i, _⟩ := Function.ne_iff.mp hx
    have : Nonempty n := ⟨i⟩
    -- the minimum is attained, and its value is itself an eigenvalue
    obtain ⟨z, hz, hmin⟩ := exists_minimizer H
    have hEz : E ≤ rayleigh H z := hlow ⟨z, hz, eigenvector_of_global hH hz hmin⟩
    have hall : ∀ y ∈ {y : n → ℂ | y ≠ 0}, rayleigh H x ≤ rayleigh H y := by
      intro y hy
      rw [rayleigh_of_eigenvector hx he]
      exact hEz.trans (hmin y hy)
    exact eventually_nhdsWithin_of_forall hall
```

## The way down from an excited state

The two-level calculation carries over. Let $Hx=\mu x$, and let $v\neq0$ be a trial vector with $R(v)<\mu$. In $\langle H\rangle-\mu\langle1\rangle$ the constant and linear terms vanish along $x+tv$, which leaves

$$\langle H\rangle_{x+tv}-\mu\langle1\rangle_{x+tv}=t^2\big(\langle H\rangle_v-\mu\langle1\rangle_v\big)<0\qquad(t\neq0).$$

The left side would be zero for the zero vector, so $x+tv\neq0$. After division by the squared norm,

$$R(x+tv)=\mu-t^2\,\frac{\langle v|v\rangle}{\langle x+tv|x+tv\rangle}\,\big(\mu-R(v)\big)<\mu .$$

The theorem states the inequality for every nonzero real $t$, of either sign and any size. In its proof `hcross` cancels the linear terms and `hx0` the constant ones.

```lean
/-- Let `H` be Hermitian with `H x = μ x`, and let `v` be a nonzero vector with Rayleigh quotient
below `μ`. Then adding any nonzero real multiple of `v` to `x` gives a nonzero vector with
Rayleigh quotient below `μ`. -/
theorem downhill_direction {H : Matrix n n ℂ} (hH : H.IsHermitian) {x v : n → ℂ} {μ : ℝ}
    (h : H *ᵥ x = (μ : ℂ) • x) (hv : v ≠ 0) (hlow : rayleigh H v < μ) {t : ℝ} (ht : t ≠ 0) :
    x + (t : ℂ) • v ≠ 0 ∧ rayleigh H (x + (t : ℂ) • v) < μ := by
  have hv' : expect H v < μ * expect 1 v := (div_lt_iff₀ (expect_one_pos hv)).mp hlow
  have hcross : (star v ⬝ᵥ H *ᵥ x).re
      = μ * (star v ⬝ᵥ (1 : Matrix n n ℂ) *ᵥ x).re := by
    simp [h, dotProduct_smul]
  have hx0 : expect H x = μ * expect 1 x := by simp [expect, h, dotProduct_smul]
  -- the linear term vanishes, so the quadratic term decides
  have key : expect H (x + (t : ℂ) • v) < μ * expect 1 (x + (t : ℂ) • v) := by
    rw [expect_line hH, expect_line isHermitian_one, hcross, hx0]
    have ht2 : 0 < t ^ 2 := by positivity
    nlinarith [mul_pos ht2 (sub_pos.mpr hv')]
  have hne : x + (t : ℂ) • v ≠ 0 := by
    intro h0
    rw [h0] at key
    simp [expect] at key
  exact ⟨hne, (div_lt_iff₀ (expect_one_pos hne)).mpr key⟩

end

end RayleighLandscape
```

```lean
#print axioms RayleighLandscape.localMin_iff_lowest_eigenvector
#print axioms RayleighLandscape.downhill_direction
```

```
'RayleighLandscape.localMin_iff_lowest_eigenvector' depends on axioms: [propext, Classical.choice, Quot.sound]
'RayleighLandscape.downhill_direction' depends on axioms: [propext, Classical.choice, Quot.sound]
```

## From the matrix to the Hamiltonian

For an atom or molecule, $H$ is the matrix of a chosen Hamiltonian in a finite orthonormal basis. The lowest eigenvalue found here belongs to the matrix, and how close it lies to the ground-state energy of that Hamiltonian depends on the basis.

The theorem also takes the variation to run over all coefficient vectors. The argument steps from $x$ to $x\pm sy$ for arbitrary $y$, and a nonlinear family of trial states, such as single Slater determinants, generally does not contain those points. Energies restricted to such a family can have local minima above the lowest one.
